# In linear spin-wave theory, the thermal magnon number per site of a gapless square-lattice ferromagnet with nearest-neighbour exchange diverges with lattice size

Linear spin-wave theory estimates the magnetisation of a ferromagnet by subtracting the thermally excited magnons from the fully aligned state. On a finite periodic lattice, once the uniform mode is left out, that magnon number is finite. A calculation at one lattice size can therefore return a plausible magnetisation even for a two-dimensional ferromagnet with short-range exchange and no gap, where the number per site at positive temperature grows without bound as the linear size $L$ increases. Such a value gives no sign of the divergence. Varying $L$ reveals it, though a logarithmic growth is easy to overlook over a small range of sizes.

The divergence is derived here for non-interacting magnons with nearest-neighbour exchange. The Mermin–Wagner theorem concerns the interacting spins themselves: for isotropic short-range exchange in one or two dimensions, it excludes spontaneous magnetisation at positive temperature. What follows is the infrared divergence of the spin-wave sum, not that theorem.

```lean
import Mathlib

open Filter Finset

namespace MerminWagnerLatticeSum

noncomputable section
```

## Energies, modes and sums

Take spins of length $S$ with ferromagnetic exchange $J$, each bond counted once, and lattice constant 1. A magnon with wave vector $(2\pi a/L,\,2\pi b/L)$ has energy $2JS\,\varepsilon_{ab}$, where

$$\varepsilon_{ab}=2-\cos\frac{2\pi a}{L}-\cos\frac{2\pi b}{L}.$$

The dimensionless $\varepsilon_{ab}$ is `dispersion L a b`. The labels are natural numbers and the value is real.

```lean
/-- Dimensionless magnon energy of the square-lattice ferromagnet at momentum
`(2πa/L, 2πb/L)`. -/
def dispersion (L a b : ℕ) : ℝ :=
  2 - Real.cos (2 * Real.pi * a / L) - Real.cos (2 * Real.pi * b / L)
```

The allowed labels are $0\le a,b\le L-1$. The uniform mode $(0,0)$ costs no energy and would make the sum infinite by itself, so it is removed. The divergence below thus comes from the other long-wavelength modes.

```lean
/-- Momentum labels of the periodic `L × L` lattice without the uniform mode `(0,0)`. -/
def modes (L : ℕ) : Finset (ℕ × ℕ) := (range L ×ˢ range L).erase (0, 0)
```

The first quantity of interest is the sum of inverse energies per site,

$$S_L=\frac1{L^2}\sum_{(a,b)\neq(0,0)}\frac1{\varepsilon_{ab}}.$$

```lean
/-- The sum of inverse magnon energies over all nonzero modes, per lattice site. -/
def latticeSum (L : ℕ) : ℝ :=
  (∑ p ∈ modes L, 1 / dispersion L p.1 p.2) / (L : ℝ) ^ 2
```

The second is the Bose–Einstein magnon number per site,

$$n_L(\beta)=\frac1{L^2}\sum_{(a,b)\ne(0,0)}\frac1{e^{\beta\varepsilon_{ab}}-1}.$$

Here $\beta$ is dimensionless: it equals $2JS/(k_BT)$ at temperature $T$.

```lean
/-- Bose-Einstein number of magnons in the nonzero modes, per lattice site, at inverse temperature
`β` in units of `1/(2JS)`, for exchange `J` and spin length `S`. -/
def thermalMagnons (β : ℝ) (L : ℕ) : ℝ :=
  (∑ p ∈ modes L, 1 / (Real.exp (β * dispersion L p.1 p.2) - 1)) / (L : ℝ) ^ 2
```

## Bounds on the magnon energy

Since no cosine exceeds 1, $\varepsilon_{ab}\ge0$.

```lean
/-- Magnon energies are never negative. -/
theorem dispersion_nonneg (L a b : ℕ) : 0 ≤ dispersion L a b := by
  unfold dispersion
  linarith [Real.cos_le_one (2 * Real.pi * a / L), Real.cos_le_one (2 * Real.pi * b / L)]
```

For a nonzero mode the inequality is strict. At least one label, say $a$, satisfies $0<a<L$, so its angle lies strictly between $0$ and $2\pi$, where the cosine is less than 1. The local statement `key` is this fact, and the case split at the end finds the nonzero label. Every denominator in $S_L$ is therefore positive.

```lean
/-- Every mode other than the uniform one has strictly positive energy. -/
theorem dispersion_pos {L : ℕ} {p : ℕ × ℕ} (hp : p ∈ modes L) :
    0 < dispersion L p.1 p.2 := by
  -- a nonzero momentum component lies strictly between 0 and 2π
  have key : ∀ a : ℕ, 0 < a → a < L → Real.cos (2 * Real.pi * a / L) < 1 := by
    intro a ha haL
    have ha' : (0 : ℝ) < a := by exact_mod_cast ha
    have haL' : (a : ℝ) < L := by exact_mod_cast haL
    have hL : (0 : ℝ) < L := ha'.trans haL'
    have hpi := Real.pi_pos
    have hx : 0 < 2 * Real.pi * a / L := by positivity
    have hx2 : 2 * Real.pi * a / L < 2 * Real.pi := by
      rw [div_lt_iff₀ hL]
      exact mul_lt_mul_of_pos_left haL' (by positivity)
    refine lt_of_le_of_ne (Real.cos_le_one _) fun h => ?_
    exact hx.ne' ((Real.cos_eq_one_iff_of_lt_of_lt (by linarith) hx2).1 h)
  obtain ⟨a, b⟩ := p
  obtain ⟨hne, hmem⟩ := Finset.mem_erase.1 hp
  obtain ⟨ha, hb⟩ := Finset.mem_product.1 hmem
  have ha' : a < L := Finset.mem_range.1 ha
  have hb' : b < L := Finset.mem_range.1 hb
  show 0 < dispersion L a b
  unfold dispersion
  rcases Nat.eq_zero_or_pos a with h | h
  · have hb0 : 0 < b := by
      rcases Nat.eq_zero_or_pos b with h' | h'
      · exact absurd (by rw [h, h']) hne
      · exact h'
    linarith [key b hb0 hb', Real.cos_le_one (2 * Real.pi * a / L)]
  · linarith [key a h ha', Real.cos_le_one (2 * Real.pi * b / L)]
```

For an upper bound, use $1-\cos x\le x^2/2$ in each direction:

$$\varepsilon_{ab}\le\frac12\left(\frac{2\pi a}{L}\right)^2+\frac12\left(\frac{2\pi b}{L}\right)^2=\frac{2\pi^2(a^2+b^2)}{L^2}.$$

```lean
/-- The magnon energy is at most its quadratic long-wavelength form. -/
theorem dispersion_le (L a b : ℕ) :
    dispersion L a b ≤ 2 * Real.pi ^ 2 * ((a : ℝ) ^ 2 + (b : ℝ) ^ 2) / (L : ℝ) ^ 2 := by
  have h1 : 1 - (2 * Real.pi * a / L) ^ 2 / 2 ≤ Real.cos (2 * Real.pi * a / L) :=
    Real.one_sub_sq_div_two_le_cos
  have h2 : 1 - (2 * Real.pi * b / L) ^ 2 / 2 ≤ Real.cos (2 * Real.pi * b / L) :=
    Real.one_sub_sq_div_two_le_cos
  have e : 2 * Real.pi ^ 2 * ((a : ℝ) ^ 2 + (b : ℝ) ^ 2) / (L : ℝ) ^ 2
      = (2 * Real.pi * a / L) ^ 2 / 2 + (2 * Real.pi * b / L) ^ 2 / 2 := by ring
  rw [e]
  unfold dispersion
  linarith
```

## From rows of modes to a logarithm

Fix $a$ with $0<a<L$. For each $b<a$ we have $a^2+b^2\le2a^2$, hence $\varepsilon_{ab}\le4\pi^2a^2/L^2$. There are $a$ such values of $b$, and the remaining terms of the row are nonnegative, so

$$\sum_{b=0}^{L-1}\frac1{\varepsilon_{ab}}\ \ge\ a\cdot\frac{L^2}{4\pi^2a^2}=\frac{L^2}{4\pi^2a}.$$

The `calc` block has the same three stages: write the bound as a sum of $a$ equal terms, compare term by term, then extend the range from $b<a$ to $b<L$.

```lean
/-- The modes with a fixed nonzero first label `a` contribute at least `L² / (4π² a)` to the
sum of inverse energies. -/
theorem row_bound {L a : ℕ} (ha : 0 < a) (haL : a < L) :
    (L : ℝ) ^ 2 / (4 * Real.pi ^ 2) * (1 / (a : ℝ))
      ≤ ∑ b ∈ range L, 1 / dispersion L a b := by
  have ha' : (0 : ℝ) < a := by exact_mod_cast ha
  have hL : (0 : ℝ) < L := by exact_mod_cast ha.trans haL
  have hpi := Real.pi_pos
  calc (L : ℝ) ^ 2 / (4 * Real.pi ^ 2) * (1 / (a : ℝ))
      = ∑ _b ∈ range a, (L : ℝ) ^ 2 / (4 * Real.pi ^ 2 * (a : ℝ) ^ 2) := by
        rw [Finset.sum_const, Finset.card_range, nsmul_eq_mul]
        field_simp
    _ ≤ ∑ b ∈ range a, 1 / dispersion L a b := by
        -- for b < a the energy is at most 4π²a²/L²
        refine Finset.sum_le_sum fun b hb => ?_
        have hba : b < a := Finset.mem_range.1 hb
        have hpos : 0 < dispersion L a b := dispersion_pos (p := (a, b))
          (Finset.mem_erase.2 ⟨fun h => ha.ne' (congrArg Prod.fst h),
            Finset.mem_product.2
              ⟨Finset.mem_range.2 haL, Finset.mem_range.2 (hba.trans haL)⟩⟩)
        have hle := (le_div_iff₀ (by positivity)).1 (dispersion_le L a b)
        have hb2 : (b : ℝ) ^ 2 ≤ (a : ℝ) ^ 2 := by
          have : (b : ℝ) ≤ a := by exact_mod_cast hba.le
          gcongr
        have hm := mul_le_mul_of_nonneg_left hb2 (show 0 ≤ 2 * Real.pi ^ 2 by positivity)
        rw [div_le_div_iff₀ (by positivity) hpos]
        linarith
    _ ≤ ∑ b ∈ range L, 1 / dispersion L a b :=
        Finset.sum_le_sum_of_subset_of_nonneg
          (fun x hx => Finset.mem_range.2 ((Finset.mem_range.1 hx).trans haL))
          (fun b _ _ => one_div_nonneg.2 (dispersion_nonneg L a b))
```

Adding the rows produces a harmonic sum. The bound $\sum_{k=0}^{n-1}\frac1{k+1}\ge\log(n+1)$ follows by induction on $n$ from $\log x\le x-1$ at $x=(n+2)/(n+1)$, which gives the step

$$\log(n+2)-\log(n+1)\le\frac1{n+1}.$$

In the base case $n=0$ the sum is empty and $\log 1=0$.

```lean
/-- The harmonic sum `1 + 1/2 + ... + 1/n` is at least `log (n + 1)`. -/
theorem log_le_harmonic_sum (n : ℕ) :
    Real.log ((n : ℝ) + 1) ≤ ∑ k ∈ range n, 1 / ((k : ℝ) + 1) := by
  induction n with
  | zero => simp
  | succ n ih =>
    have hn : (0 : ℝ) < (n : ℝ) + 1 := by positivity
    have h := Real.log_le_sub_one_of_pos
      (show (0 : ℝ) < ((n : ℝ) + 1 + 1) / ((n : ℝ) + 1) by positivity)
    rw [Real.log_div (by positivity) hn.ne', add_div, div_self hn.ne'] at h
    rw [Finset.sum_range_succ]
    push_cast
    linarith
```

Now set $L=n+1$ and write the nonzero row labels as $a=k+1$ with $0\le k<n$. The row $a=0$ is nonnegative and can be discarded, which leaves

$$S_L\ge\frac1{4\pi^2}\sum_{k=0}^{n-1}\frac1{k+1}\ge\frac{\log L}{4\pi^2}.$$

The code first restores the mode $(0,0)$ so that the double sum splits into full rows. This changes nothing, because Lean assigns $1/0$ the value $0$. At $L=1$ there are no nonzero modes and the inequality reads $0\le0$.

```lean
/-- The lattice sum is at least `log L / (4π²)`. -/
theorem log_le_latticeSum {L : ℕ} (hL : 1 ≤ L) :
    Real.log L / (4 * Real.pi ^ 2) ≤ latticeSum L := by
  obtain ⟨n, rfl⟩ : ∃ n, L = n + 1 := ⟨L - 1, by omega⟩
  have hpi := Real.pi_pos
  have hsum : ∑ p ∈ modes (n + 1), 1 / dispersion (n + 1) p.1 p.2
      = ∑ a ∈ range (n + 1), ∑ b ∈ range (n + 1), 1 / dispersion (n + 1) a b := by
    unfold modes
    rw [Finset.sum_erase]
    · exact Finset.sum_product _ _ _
    · norm_num [dispersion]
  -- add up the rows a = 1, ..., L - 1
  have hrow : ∑ k ∈ range n, ((n + 1 : ℕ) : ℝ) ^ 2 / (4 * Real.pi ^ 2) * (1 / ((k : ℝ) + 1))
      ≤ ∑ k ∈ range n, ∑ b ∈ range (n + 1), 1 / dispersion (n + 1) (k + 1) b := by
    refine Finset.sum_le_sum fun k hk => ?_
    have hk' := Finset.mem_range.1 hk
    have h := row_bound (L := n + 1) (a := k + 1) (by omega) (by omega)
    rw [Nat.cast_add k 1, Nat.cast_one] at h
    exact h
  rw [← Finset.mul_sum] at hrow
  have h0 : 0 ≤ ∑ b ∈ range (n + 1), 1 / dispersion (n + 1) 0 b :=
    Finset.sum_nonneg fun b _ => one_div_nonneg.2 (dispersion_nonneg _ _ _)
  have hlog : Real.log ((n + 1 : ℕ) : ℝ) ≤ ∑ k ∈ range n, 1 / ((k : ℝ) + 1) := by
    have h := log_le_harmonic_sum n
    push_cast
    exact h
  have hm := mul_le_mul_of_nonneg_left hlog
    (show 0 ≤ ((n + 1 : ℕ) : ℝ) ^ 2 / (4 * Real.pi ^ 2) by positivity)
  unfold latticeSum
  rw [hsum, Finset.sum_range_succ', le_div_iff₀ (by positivity)]
  calc Real.log ((n + 1 : ℕ) : ℝ) / (4 * Real.pi ^ 2) * ((n + 1 : ℕ) : ℝ) ^ 2
      = ((n + 1 : ℕ) : ℝ) ^ 2 / (4 * Real.pi ^ 2) * Real.log ((n + 1 : ℕ) : ℝ) := by ring
    _ ≤ _ := by linarith
```

## Divergence with lattice size

Because $\log L\to\infty$, so does $S_L$. The statement `Tendsto latticeSum atTop atTop` says that for every real $C$, all sufficiently large $L$ satisfy $S_L\ge C$. The proof compares `latticeSum` with the logarithmic bound for $L\ge1$.

```lean
/-- On the square lattice the sum of inverse magnon energies over the nonzero modes, per site, tends
to infinity with the linear size of the lattice. -/
theorem latticeSum_tendsto_atTop : Tendsto latticeSum atTop atTop := by
  have hpi := Real.pi_pos
  have hlog : Tendsto (fun L : ℕ => Real.log (L : ℝ) / (4 * Real.pi ^ 2)) atTop atTop :=
    (Real.tendsto_log_atTop.comp tendsto_natCast_atTop_atTop).atTop_div_const (by positivity)
  exact tendsto_atTop_mono' atTop
    ((eventually_ge_atTop 1).mono fun L hL => log_le_latticeSum hL) hlog
```

The Bose–Einstein number follows by comparison. Multiplying $1-x\le e^{-x}$ by $e^x$ gives $e^x-1\le x\,e^x$. Put $x=\beta\varepsilon_{ab}$. As $\varepsilon_{ab}\le4$,

$$\frac1{e^{\beta\varepsilon_{ab}}-1}\ge\frac1{\beta e^{4\beta}\,\varepsilon_{ab}},\qquad\text{so}\qquad n_L(\beta)\ge\frac{S_L}{\beta e^{4\beta}}\to\infty.$$

In the code, `h1` to `h4` assemble the exponential inequality for a single mode. Within this non-interacting model, at every positive temperature the magnon number per site exceeds any fixed spin length once $L$ is large enough, and the spin-wave estimate of the magnetisation breaks down.

The hypothesis $\beta>0$ expresses positive temperature. For $\beta<0$ every term of the sum is negative, so the formula no longer describes a number of magnons and cannot tend to $+\infty$.

```lean
/-- At every positive temperature the Bose-Einstein number of magnons per site tends to
infinity with the linear size of the lattice. -/
theorem thermalMagnons_tendsto_atTop {β : ℝ} (hβ : 0 < β) :
    Tendsto (thermalMagnons β) atTop atTop := by
  have hE := Real.exp_pos (4 * β)
  refine tendsto_atTop_mono (fun L => ?_)
    (latticeSum_tendsto_atTop.atTop_div_const (mul_pos hβ hE))
  unfold latticeSum thermalMagnons
  rw [div_right_comm, Finset.sum_div]
  refine div_le_div_of_nonneg_right (Finset.sum_le_sum fun p hp => ?_) (by positivity)
  have hd := dispersion_pos hp
  have hd4 : dispersion L p.1 p.2 ≤ 4 := by
    unfold dispersion
    linarith [Real.neg_one_le_cos (2 * Real.pi * p.1 / L),
      Real.neg_one_le_cos (2 * Real.pi * p.2 / L)]
  generalize dispersion L p.1 p.2 = d at hd hd4 ⊢
  have hx : 0 < β * d := mul_pos hβ hd
  -- exp x - 1 ≤ x exp x, and x is at most 4β
  have h1 := mul_le_mul_of_nonneg_right (Real.add_one_le_exp (-(β * d)))
    (Real.exp_pos (β * d)).le
  have h2 : Real.exp (-(β * d)) * Real.exp (β * d) = 1 := by
    rw [← Real.exp_add, neg_add_cancel, Real.exp_zero]
  have h3 : Real.exp (β * d) ≤ Real.exp (4 * β) := Real.exp_le_exp.2 (by nlinarith)
  have h4 := mul_le_mul_of_nonneg_left h3 hx.le
  rw [div_div]
  exact one_div_le_one_div_of_le (by linarith [Real.add_one_le_exp (β * d)]) (by linarith)
```

## A gap removes the divergence

An easy-axis anisotropy, or a magnetic field along the magnetisation, raises the energy of every magnon. Model this by a constant $\Delta>0$, in the same units as $\varepsilon_{ab}$. Each inverse energy is then at most $1/\Delta$, and there are at most $L^2$ modes, so for every $L\ge1$

$$\frac1{L^2}\sum_{(a,b)\ne(0,0)}\frac1{\Delta+\varepsilon_{ab}}\le\frac1\Delta.$$

The proof bounds the number of modes in `hcard` and the terms in `hs`, then combines the two. The theorem treats the sum of inverse energies; the value of $\Delta$ is an input and is not derived from a spin Hamiltonian.

```lean
/-- With a gap `Δ > 0` added to the magnon energy, the sum of inverse energies over the modes other
than the uniform one, per site, is at most `1/Δ` for every lattice size. -/
theorem gapped_sum_le {Δ : ℝ} (hΔ : 0 < Δ) {L : ℕ} (hL : 1 ≤ L) :
    (∑ p ∈ modes L, 1 / (Δ + dispersion L p.1 p.2)) / (L : ℝ) ^ 2 ≤ 1 / Δ := by
  have hL' : (0 : ℝ) < L := by exact_mod_cast hL
  have hcard : ((modes L).card : ℝ) ≤ (L : ℝ) ^ 2 := by
    have h : (modes L).card ≤ L ^ 2 := by
      refine (Finset.card_erase_le).trans ?_
      rw [Finset.card_product, Finset.card_range, sq]
    exact_mod_cast h
  have hs : ∑ p ∈ modes L, 1 / (Δ + dispersion L p.1 p.2) ≤ ∑ _p ∈ modes L, 1 / Δ :=
    Finset.sum_le_sum fun p _ =>
      one_div_le_one_div_of_le hΔ (by linarith [dispersion_nonneg L p.1 p.2])
  rw [Finset.sum_const, nsmul_eq_mul] at hs
  have hm := mul_le_mul_of_nonneg_right hcard (one_div_pos.2 hΔ).le
  rw [div_le_iff₀ (by positivity)]
  linarith

end

end MerminWagnerLatticeSum
```

```lean
#print axioms MerminWagnerLatticeSum.thermalMagnons_tendsto_atTop
#print axioms MerminWagnerLatticeSum.gapped_sum_le
```

```
'MerminWagnerLatticeSum.thermalMagnons_tendsto_atTop' depends on axioms: [propext, Classical.choice, Quot.sound]
'MerminWagnerLatticeSum.gapped_sum_le' depends on axioms: [propext, Classical.choice, Quot.sound]
```
